# A correlator diagonal in the walker basis leaves the sign-problem energy gap of a finite real symmetric Hamiltonian unchanged

## Can a Gutzwiller factor weaken frustrated hops?

My walkers live on a finite set of basis states i, with a real symmetric Hamiltonian matrix H. The correlator τ is diagonal in that basis, with entries τ_i, like a Gutzwiller factor on lattice configurations. I propagate with the transcorrelated matrix

M = exp(−τ) H exp(τ)

instead of H. A suitable τ makes some of the wrong-sign matrix elements as small as I like. Shouldn't that reduce the sign problem, at least as measured by the energy gap between the matrix and its sign-free version?

## The exponential factors pass through the absolute value

No, that gap stays exactly the same. For a real matrix A, define the sign-free partner S(A) by keeping the diagonal and replacing each off-diagonal A_ij by −|A_ij|. The sign-problem energy gap is

g(A) = E₀(A) − E₀(S(A)),

where E₀ is the lowest real eigenvalue. It compares two matrices and is not an excitation energy. Now let A be H or M, whose eigenvalues are all real because H is symmetric and M is similar to it. If walkers of opposite sign never annihilate, the signed population evolves under A and the total population under S(A), so the signal generically fades relative to the total roughly as exp(−g t) in imaginary time t.

The exponential of a diagonal matrix is diagonal, so

M_ij = exp(−τ_i) H_ij exp(τ_j).

Both factors are positive. For i ≠ j this gives

−|M_ij| = exp(−τ_i) (−|H_ij|) exp(τ_j),

and on the diagonal the factors cancel, so M_ii = H_ii. Hence

S(M) = exp(−τ) S(H) exp(τ).

The sign-free partner undergoes the same similarity transformation as H. With D = exp(τ) and any real matrix A,

det(E − D⁻¹AD) = det(D⁻¹(E − A)D) = det(E − A).

Taking A = H and then A = S(H) shows that both characteristic polynomials are preserved, and with them both lowest levels and g. Shrinking M_ij enlarges M_ji by the same factor.

The gap exists because H is symmetric, and so is S(H), since |H_ij| = |H_ji|. Each therefore has a real eigenvalue, and a finite set of eigenvalues has a least member.

The smallest cases show where a gap can first appear. With one state there are no off-diagonal elements and g = 0. With two states, diagonal entries a and d and coupling b, the characteristic polynomial is

(E − a)(E − d) − b².

The sign of b drops out, so g = 0 again. Transcorrelation turns the couplings into b exp(τ_1 − τ_0) and b exp(τ_0 − τ_1), whose product is still b². Three states suffice for a nonzero gap: on a triangle with zero diagonal and all hopping elements +1, the levels are −1, −1, 2, those of the sign-free partner are −2, 1, 1, and g = 1.

Diagonality matters. Take the two-state H with zero diagonal and coupling 1, and transform it with the matrix T whose rows are (1, 2) and (0, 1). Then T⁻¹HT has rows (−2, −3) and (1, 2). Its sign-free partner has characteristic polynomial E² − 7, whereas that of H has E² − 1.

In the Lean code below, `n` is the finite walker basis and `τ : n → ℝ` lists the diagonal entries of the correlator. `transcorrelate H τ` is M, built with the true matrix exponential, and `signFree` is S. `energyLevels A` is the set of real roots of the characteristic polynomial, without multiplicities. `IsSignGap A g` says that A and its partner both have a lowest real level and that g is their difference.

The central theorem, `charpoly_signFree_transcorrelate`, equates the characteristic polynomials of S(M) and S(H) for every real square H, symmetric or not. `signGap_transcorrelate` adds symmetry and a nonempty basis: there is one number g that is the only gap of H and, for every τ, the only gap of M. Complex matrix elements are not treated.

```lean
import Mathlib

open Matrix

namespace TranscorrelatedMonteCarlo

noncomputable section

variable {n : Type*} [Fintype n] [DecidableEq n]

/-- The transcorrelated matrix `exp(-τ) H exp(τ)`, with a correlator `τ` that is diagonal
in the walker basis. -/
def transcorrelate (H : Matrix n n ℝ) (τ : n → ℝ) : Matrix n n ℝ :=
  NormedSpace.exp (diagonal (-τ)) * H * NormedSpace.exp (diagonal τ)

/-- The sign-free partner of a matrix: the diagonal is kept and every off-diagonal entry is
replaced by minus its absolute value. -/
def signFree {n : Type*} [DecidableEq n] (H : Matrix n n ℝ) : Matrix n n ℝ :=
  Matrix.of fun i j => if i = j then H i j else -|H i j|

/-- The real energy levels of a matrix: the real roots of its characteristic polynomial. -/
def energyLevels (A : Matrix n n ℝ) : Set ℝ := {E | A.charpoly.IsRoot E}

/-- `g` is the sign-problem energy gap of `A`: the lowest real level of `A` minus the lowest
real level of its sign-free partner, where both exist. -/
def IsSignGap (A : Matrix n n ℝ) (g : ℝ) : Prop :=
  ∃ E F, IsLeast (energyLevels A) E ∧ IsLeast (energyLevels (signFree A)) F ∧ g = E - F

/-- The exponential of a diagonal correlator is diagonal, with the exponentials of its
entries on the diagonal. -/
theorem exp_correlator (τ : n → ℝ) :
    NormedSpace.exp (diagonal τ) = diagonal (fun i => Real.exp (τ i)) := by
  rw [Matrix.exp_diagonal]
  congr 1
  funext i
  simp [Real.exp_eq_exp_ℝ]

/-- Transcorrelation multiplies the matrix element between walker states `i` and `j` by the
positive factors `exp(-τ i)` and `exp(τ j)`. -/
theorem transcorrelate_apply (H : Matrix n n ℝ) (τ : n → ℝ) (i j : n) :
    transcorrelate H τ i j = Real.exp (-τ i) * H i j * Real.exp (τ j) := by
  rw [transcorrelate, exp_correlator, exp_correlator, Matrix.mul_diagonal,
    Matrix.diagonal_mul, Pi.neg_apply]

/-- Removing the signs after transcorrelation gives the same matrix as removing them before. -/
theorem signFree_transcorrelate (H : Matrix n n ℝ) (τ : n → ℝ) :
    signFree (transcorrelate H τ) = transcorrelate (signFree H) τ := by
  ext i j
  rw [transcorrelate_apply]
  simp only [signFree, Matrix.of_apply, transcorrelate_apply]
  split_ifs with h
  · rfl
  · -- the exponential factors are positive and pass through the absolute value
    rw [abs_mul, abs_mul, Real.abs_exp, Real.abs_exp]
    ring

/-- Transcorrelation with a diagonal correlator preserves the characteristic polynomial. -/
theorem charpoly_transcorrelate (H : Matrix n n ℝ) (τ : n → ℝ) :
    (transcorrelate H τ).charpoly = H.charpoly := by
  have hinv : NormedSpace.exp (diagonal τ) * NormedSpace.exp (diagonal (-τ))
      = (1 : Matrix n n ℝ) := by
    rw [exp_correlator, exp_correlator, Matrix.diagonal_mul_diagonal, ← Matrix.diagonal_one]
    congr 1
    funext i
    rw [Pi.neg_apply, ← Real.exp_add, add_neg_cancel, Real.exp_zero]
  rw [transcorrelate, Matrix.charpoly_mul_comm, ← Matrix.mul_assoc, hinv, Matrix.one_mul]

/-- The sign-free partners of a real matrix and of its transcorrelated form have equal
characteristic polynomials when the correlator is diagonal in the walker basis. -/
theorem charpoly_signFree_transcorrelate (H : Matrix n n ℝ) (τ : n → ℝ) :
    (signFree (transcorrelate H τ)).charpoly = (signFree H).charpoly := by
  rw [signFree_transcorrelate, charpoly_transcorrelate]

/-- A real symmetric matrix on a nonempty finite basis has a lowest energy level. -/
theorem exists_ground_energy [Nonempty n] {A : Matrix n n ℝ} (hA : A.IsSymm) :
    ∃ E, IsLeast (energyLevels A) E := by
  have hH : A.IsHermitian := by
    rw [Matrix.IsHermitian, Matrix.conjTranspose_eq_transpose_of_trivial]
    exact hA
  -- the spectral theorem supplies a real level
  have hne : (energyLevels A).Nonempty := by
    obtain ⟨i⟩ := ‹Nonempty n›
    refine ⟨hH.eigenvalues i, ?_⟩
    have h := hH.eigenvalues_mem_spectrum_real i
    rw [spectrum.mem_iff, Matrix.isUnit_iff_isUnit_det, isUnit_iff_ne_zero, not_not] at h
    change Polynomial.eval _ _ = 0
    rw [Matrix.eval_charpoly]
    exact h
  -- a nonzero polynomial has finitely many roots
  have hfin : (energyLevels A).Finite :=
    Polynomial.finite_setOfPred_isRoot A.charpoly_monic.ne_zero
  obtain ⟨E, hE, hmin⟩ := Set.exists_min_image _ id hfin hne
  exact ⟨E, hE, fun F hF => hmin F hF⟩

/-- A real symmetric matrix on a nonempty finite basis has exactly one sign-problem energy
gap `g`, and `g` is also the only gap of its transcorrelated form for every diagonal
correlator. -/
theorem signGap_transcorrelate [Nonempty n] {H : Matrix n n ℝ} (hH : H.IsSymm) :
    ∃ g, ∀ x, (IsSignGap H x ↔ x = g) ∧
      ∀ τ : n → ℝ, (IsSignGap (transcorrelate H τ) x ↔ x = g) := by
  have hS : (signFree H).IsSymm := by
    refine Matrix.IsSymm.ext fun i j => ?_
    simp only [signFree, Matrix.of_apply, hH.apply i j, eq_comm (a := j) (b := i)]
  obtain ⟨E, hE⟩ := exists_ground_energy hH
  obtain ⟨F, hF⟩ := exists_ground_energy hS
  have key : ∀ x, IsSignGap H x ↔ x = E - F := by
    intro x
    constructor
    · rintro ⟨E', F', hE', hF', rfl⟩
      rw [hE'.unique hE, hF'.unique hF]
    · intro hx
      exact ⟨E, F, hE, hF, hx⟩
  refine ⟨E - F, fun x => ⟨key x, fun τ => ?_⟩⟩
  rw [← key x]
  simp only [IsSignGap, energyLevels, charpoly_signFree_transcorrelate,
    charpoly_transcorrelate]

/-- Three sites on a triangle with all hopping elements equal to `+1` have a sign-problem
energy gap of `1`, whatever diagonal correlator is applied. -/
theorem triangle_signGap (τ : Fin 3 → ℝ) :
    IsSignGap (transcorrelate !![0, 1, 1; 1, 0, 1; 1, 1, 0] τ) 1 := by
  have hs : signFree !![0, 1, 1; 1, 0, 1; 1, 1, 0]
      = !![0, -1, -1; -1, 0, -1; -1, -1, (0 : ℝ)] := by
    ext i j
    fin_cases i <;> fin_cases j <;> simp [signFree]
  -- both characteristic polynomials in one formula, with hopping `t`
  have hdet : ∀ t E : ℝ, (!![0, t, t; t, 0, t; t, t, 0] : Matrix (Fin 3) (Fin 3) ℝ).charpoly.eval E
      = (E + t) ^ 2 * (E - 2 * t) := by
    intro t E
    rw [Matrix.eval_charpoly, Matrix.det_fin_three]
    simp [Matrix.scalar_apply]
    ring
  refine ⟨-1, -2, ?_, ?_, by norm_num⟩
  · rw [energyLevels, charpoly_transcorrelate]
    refine ⟨?_, fun E hE => ?_⟩
    · change Polynomial.eval _ _ = 0
      rw [hdet]
      norm_num
    · change Polynomial.eval _ _ = 0 at hE
      rw [hdet] at hE
      rcases mul_eq_zero.mp hE with h | h
      · have h' := pow_eq_zero_iff (two_ne_zero) |>.mp h
        linarith
      · linarith
  · rw [energyLevels, charpoly_signFree_transcorrelate, hs]
    refine ⟨?_, fun E hE => ?_⟩
    · change Polynomial.eval _ _ = 0
      rw [hdet]
      norm_num
    · change Polynomial.eval _ _ = 0 at hE
      rw [hdet] at hE
      rcases mul_eq_zero.mp hE with h | h
      · have h' := pow_eq_zero_iff (two_ne_zero) |>.mp h
        linarith
      · linarith

/-- For a two-state hopping matrix, an explicit similarity transformation that is not diagonal
changes the characteristic polynomial of the sign-free partner. -/
theorem nondiagonal_correlator_changes_signFree :
    (!![1, -2; 0, 1] * !![1, 2; 0, 1] : Matrix (Fin 2) (Fin 2) ℝ) = 1 ∧
    (signFree (!![1, -2; 0, 1] * !![0, 1; 1, 0] * !![1, 2; 0, 1])).charpoly
      ≠ (signFree !![0, 1; 1, 0]).charpoly := by
  constructor
  · ext i j
    fin_cases i <;> fin_cases j <;> simp [Matrix.mul_apply, Fin.sum_univ_succ]
  · have hM : (!![1, -2; 0, 1] * !![0, 1; 1, 0] * !![1, 2; 0, 1] : Matrix (Fin 2) (Fin 2) ℝ)
        = !![-2, -3; 1, 2] := by
      ext i j
      fin_cases i <;> fin_cases j <;> norm_num [Matrix.mul_apply, Fin.sum_univ_succ]
    intro h
    -- the two polynomials take the values -6 and 0 at energy 1
    have h1 := congrArg (Polynomial.eval 1) h
    rw [hM, Matrix.eval_charpoly, Matrix.eval_charpoly, Matrix.det_fin_two,
      Matrix.det_fin_two] at h1
    norm_num [signFree, Matrix.scalar_apply] at h1

end

end TranscorrelatedMonteCarlo
```

```lean
#print axioms TranscorrelatedMonteCarlo.signGap_transcorrelate
#print axioms TranscorrelatedMonteCarlo.triangle_signGap
#print axioms TranscorrelatedMonteCarlo.nondiagonal_correlator_changes_signFree
```

```
'TranscorrelatedMonteCarlo.signGap_transcorrelate' depends on axioms: [propext, Classical.choice, Quot.sound]
'TranscorrelatedMonteCarlo.triangle_signGap' depends on axioms: [propext, Classical.choice, Quot.sound]
'TranscorrelatedMonteCarlo.nondiagonal_correlator_changes_signFree' depends on axioms: [propext, Classical.choice, Quot.sound]
```

The proof follows the calculation above. `exp_correlator` evaluates the exponential of a diagonal matrix, and `transcorrelate_apply` reads off M_ij. `signFree_transcorrelate` compares entries: the diagonal case is immediate, and off the diagonal `abs_mul` and `Real.abs_exp` take the positive factors out of the absolute value.

`charpoly_transcorrelate` replaces the determinant identity by the rule that AB and BA have the same characteristic polynomial. This moves exp(τ) to the front, where it cancels exp(−τ). The central theorem combines these two results.

`exists_ground_energy` takes a real level from the spectral theorem, notes that a nonzero polynomial has finitely many roots, and picks the least. `signGap_transcorrelate` applies this to H and S(H), gets uniqueness of g from uniqueness of least elements, and carries the result over to M by rewriting both characteristic polynomials.

For the triangle with hopping t, a single formula serves both matrices:

det(E − A) = (E + t)²(E − 2t).

Setting t = 1 gives the lowest level −1, and t = −1 gives −2. `triangle_signGap` therefore finds the gap 1 for every τ. The last theorem checks that the two explicit matrices are inverse to each other, then separates the two sign-free polynomials by their values at E = 1, which are −6 and 0.

For your simulations on a finite basis, this means that tuning a diagonal correlator cannot change g. The step from g to the number of walkers you need is a separate matter, because it involves annihilation and the stochastic dynamics. A diagonal correlator can still matter there, for better or worse, because it rescales the components of the sampled eigenvector by exp(−τ_i). A real-space Jastrow factor used with walkers on Slater determinants is generally not diagonal in the walker basis, so the invariance does not apply to it.
